# An optical theorem and a unitary S-matrix for a finite cluster whose inverse scattering-path matrix M satisfies (M − M*)/(2i) = A*A

## Flux that disappears or multiplies

Take one site and one open channel, with an inverse scattering-path matrix M that is just a number and a coupling A = 1 between site and channel. The scattering matrix is S = 1 − 2i/M. For M = 2i this gives S = 0, and the incoming wave vanishes. For M = i/2 it gives S = −3, and nine times the incoming flux comes out. Nothing in the inversion of M warns of either result.

The trouble is a mismatch between the imaginary part of M and the coupling to the channel. With A = 1, any M with imaginary part 1 gives |S| = 1. For a cluster of many sites the same role is played by a matrix condition.

## Sites, channels and the flux condition

Let M be the inverse scattering-path matrix of a finite cluster. In multiple-scattering theory it has the form t⁻¹ − G, where t holds the single-site t-matrices and G the propagators between different sites. Its inverse τ sums all scattering paths. A rectangular matrix A takes site amplitudes to amplitudes in the open channels, with normalisation factors such as the square root of the wave number included. A star on a matrix denotes the conjugate transpose. Define

K = (M − M*)/(2i)
T = A τ A*
S = 1 − 2i T

The matrix K is Hermitian and plays the part of an imaginary part of M. The flux condition is

K = A*A

It says that the imaginary part of M accounts for waves leaving through the listed channels and for nothing else: there is no absorption, and no open channel is missing. For a single site with phase shift δ (sin δ ≠ 0) and wave number κ, in the sign convention used here, t⁻¹ = −κ cot δ + iκ. Then A = √κ satisfies the condition, and S = exp(2iδ).

## What is stated

If Mτ = 1 and K = A*A, then

τ − τ* = −2i τ*A*Aτ

and S is unitary. For each incoming channel j, moreover,

−Im T_jj = Σ_k |T_kj|²

In the Lean file, the finite type `n` labels site amplitudes (site and angular momentum together) and the finite type `m` labels channels. Thus `M` and `τ` are `n` by `n`, and `A` is `m` by `n`. The definitions `skewPart M`, `clusterT A τ` and `clusterS A τ` are K, T and S, and `ᴴ` is the conjugate transpose. The hypothesis `h : M * τ = 1` says that τ is the inverse of M; for square matrices one side is enough. The hypothesis `hA : skewPart M = Aᴴ * A` is the flux condition. Unitarity is expressed as membership in `Matrix.unitaryGroup m ℂ`.

The usual optical theorem relates a forward scattering amplitude to a total cross section. The result here is the matrix identity behind such a relation, in a finite channel basis, and contains no angles or cross sections. The flux condition is assumed and not derived from potentials or propagators. With free-space propagators, a truncated list of spherical channels will in general satisfy it only approximately.

For a finite-cluster calculation with real potentials at a real energy, the identities offer a consistency check on the computed τ and S, up to the error made by truncating the list of open channels in A.

## From the inverse to the S-matrix

Start from Mτ = 1 and its adjoint τ*M* = 1. Insert each where it is useful:

τ − τ* = (τ*M*)τ − τ*(Mτ)
= −τ*(M − M*)τ
= −2i τ*Kτ

This holds for every invertible M. Setting K = A*A gives the optical theorem for τ. Conversely, if that theorem holds, then τ*Kτ = τ*A*Aτ. Multiplying by M* on the left and M on the right, with M*τ* = 1 and τM = 1, returns K = A*A. The flux condition and the optical theorem for τ are therefore equivalent.

Next, project onto the channels. Since T* = Aτ*A*,

T − T* = A(τ − τ*)A* = −2i Aτ*KτA*
T*T = Aτ*A*AτA*

The outgoing flux is governed by S*S:

S*S = (1 + 2iT*)(1 − 2iT)
= 1 − 2i(T − T*) + 4T*T
= 1 − 4Aτ*KτA* + 4Aτ*A*AτA*
= 1 − 4Aτ*(K − A*A)τA*

The last line is a flux balance valid without the flux condition, so it applies to absorbing clusters too. When K = A*A the correction vanishes and S*S = 1. Because S is a finite square matrix, SS* = 1 as well.

Under the same condition T − T* = −2i T*T. The diagonal element of the left side is 2i Im T_jj, and that of T*T is Σ_k |T_kj|². Dividing by −2i gives the channel formula.

## Two sites and one channel in numbers

Write matrices row by row, and take

M = [1 + i, i; i, i]
A = [1, 1]

The determinant of M is (1 + i)i − i² = i, so

τ = [1, −1; −1, 1 − i]

Here M − M* is 2i times the matrix with all entries 1, and that matrix is A*A. The flux condition holds. Since A consists of ones, T is the sum of the entries of τ:

T = 1 − 1 − 1 + (1 − i) = −i
S = 1 − 2i(−i) = −1

Also −Im T = 1 = |T|². For the site matrix, Aτ = [0, −i], so τ*A*Aτ = [0, 0; 0, 1]. Subtracting directly gives τ − τ* = [0, 0; 0, −2i], as required.

## The Lean file

```lean
import Mathlib

open Matrix
open Complex (I)

namespace ClusterOpticalTheorem

noncomputable section

variable {m n : Type*} [Fintype m] [Fintype n] [DecidableEq m] [DecidableEq n]

/-- The part `(M - M*) / (2i)` of a square matrix, the matrix analogue of an imaginary part. -/
def skewPart (M : Matrix n n ℂ) : Matrix n n ℂ := (1 / (2 * I)) • (M - Mᴴ)

/-- The channel T-matrix `A τ A*`: the scattering-path matrix `τ` between sites, projected
onto the channels by the amplitudes `A`. -/
def clusterT (A : Matrix m n ℂ) (τ : Matrix n n ℂ) : Matrix m m ℂ := A * τ * Aᴴ

/-- The channel S-matrix `S = 1 - 2i A τ A*` of the cluster. -/
def clusterS (A : Matrix m n ℂ) (τ : Matrix n n ℂ) : Matrix m m ℂ :=
  1 - (2 * I) • clusterT A τ

omit [Fintype n] [DecidableEq n] in
/-- A matrix differs from its adjoint by `2i` times its skew part. -/
theorem sub_conjTranspose_eq (M : Matrix n n ℂ) : M - Mᴴ = (2 * I) • skewPart M := by
  have h2 : (2 * I : ℂ) ≠ 0 := by simp
  rw [skewPart, smul_smul, mul_one_div_cancel h2, one_smul]

/-- If `τ` is the inverse of `M`, then `τ - τ* = -2i τ* K τ`, where `K = (M - M*) / (2i)`. -/
theorem inverse_sub_conjTranspose {M τ : Matrix n n ℂ} (h : M * τ = 1) :
    τ - τᴴ = -((2 * I) • (τᴴ * skewPart M * τ)) := by
  have h' : τᴴ * Mᴴ = 1 := by rw [← conjTranspose_mul, h, conjTranspose_one]
  calc τ - τᴴ = (τᴴ * Mᴴ) * τ - τᴴ * (M * τ) := by rw [h', h, one_mul, mul_one]
    _ = -(τᴴ * (M - Mᴴ) * τ) := by noncomm_ring
    _ = -((2 * I) • (τᴴ * skewPart M * τ)) := by
      rw [sub_conjTranspose_eq, Matrix.mul_smul, Matrix.smul_mul]

omit [DecidableEq m] in
/-- For `τ` the inverse of `M`, the condition `(M - M*) / (2i) = A* A` holds exactly when
`τ` obeys the optical theorem `τ - τ* = -2i τ* A* A τ`. -/
theorem skewPart_eq_iff_optical {M τ : Matrix n n ℂ} (A : Matrix m n ℂ) (h : M * τ = 1) :
    skewPart M = Aᴴ * A ↔ τ - τᴴ = -((2 * I) • (τᴴ * (Aᴴ * A) * τ)) := by
  constructor
  · intro hA
    rw [inverse_sub_conjTranspose h, hA]
  · intro hτ
    rw [inverse_sub_conjTranspose h] at hτ
    have h2 : (2 * I : ℂ) ≠ 0 := by simp
    have e : τᴴ * skewPart M * τ = τᴴ * (Aᴴ * A) * τ :=
      smul_right_injective _ h2 (neg_injective hτ)
    have hr : τ * M = 1 := mul_eq_one_comm.mp h
    have hl : Mᴴ * τᴴ = 1 := by rw [← conjTranspose_mul, hr, conjTranspose_one]
    -- undo the sandwich between `τ*` and `τ`
    calc skewPart M = (Mᴴ * τᴴ) * skewPart M * (τ * M) := by
          rw [hl, hr, one_mul, mul_one]
      _ = Mᴴ * (τᴴ * skewPart M * τ) * M := by simp only [Matrix.mul_assoc]
      _ = Mᴴ * (τᴴ * (Aᴴ * A) * τ) * M := by rw [e]
      _ = (Mᴴ * τᴴ) * (Aᴴ * A) * (τ * M) := by simp only [Matrix.mul_assoc]
      _ = Aᴴ * A := by rw [hl, hr, one_mul, mul_one]

omit [Fintype m] [DecidableEq m] in
/-- If `τ` is the inverse of `M`, the channel T-matrix satisfies
`T - T* = -2i A τ* K τ A*`, where `K = (M - M*) / (2i)`. -/
theorem clusterT_sub {M τ : Matrix n n ℂ} (A : Matrix m n ℂ) (h : M * τ = 1) :
    clusterT A τ - (clusterT A τ)ᴴ
      = -((2 * I) • (A * (τᴴ * skewPart M * τ) * Aᴴ)) := by
  have hT : clusterT A τ - (clusterT A τ)ᴴ = A * (τ - τᴴ) * Aᴴ := by
    simp only [clusterT, conjTranspose_mul, conjTranspose_conjTranspose, Matrix.mul_sub,
      Matrix.sub_mul, Matrix.mul_assoc]
  rw [hT, inverse_sub_conjTranspose h, Matrix.mul_neg, Matrix.neg_mul, Matrix.mul_smul,
    Matrix.smul_mul]

omit [DecidableEq m] [DecidableEq n] in
/-- The product `T* T` of channel T-matrices equals `A τ* (A* A) τ A*`. -/
theorem clusterT_conjTranspose_mul (A : Matrix m n ℂ) (τ : Matrix n n ℂ) :
    (clusterT A τ)ᴴ * clusterT A τ = A * (τᴴ * (Aᴴ * A) * τ) * Aᴴ := by
  simp only [clusterT, conjTranspose_mul, conjTranspose_conjTranspose, Matrix.mul_assoc]

/-- Flux balance: if `τ` is the inverse of `M`, then
`S* S = 1 - 4 A τ* (K - A* A) τ A*`, where `K = (M - M*) / (2i)`. -/
theorem flux_balance {M τ : Matrix n n ℂ} (A : Matrix m n ℂ) (h : M * τ = 1) :
    (clusterS A τ)ᴴ * clusterS A τ
      = 1 - (4 : ℂ) • (A * (τᴴ * (skewPart M - Aᴴ * A) * τ) * Aᴴ) := by
  have hc : star (2 * I : ℂ) = -(2 * I) := by apply Complex.ext <;> simp
  have hcc : (2 * I : ℂ) * (2 * I) = -4 := by linear_combination 4 * Complex.I_mul_I
  have hS : (clusterS A τ)ᴴ = 1 + (2 * I) • (clusterT A τ)ᴴ := by
    rw [clusterS, conjTranspose_sub, conjTranspose_one, conjTranspose_smul, hc, neg_smul,
      sub_neg_eq_add]
  -- linear (interference) and quadratic (scattered) terms of the outgoing flux
  have hexp : ∀ (c : ℂ) (U T : Matrix m m ℂ),
      (1 + c • U) * (1 - c • T) = 1 - c • (T - U) - (c * c) • (U * T) := by
    intro c U T
    simp only [Matrix.add_mul, Matrix.mul_sub, Matrix.one_mul, Matrix.mul_one,
      Matrix.smul_mul, Matrix.mul_smul]
    module
  have hR : A * (τᴴ * (skewPart M - Aᴴ * A) * τ) * Aᴴ
      = A * (τᴴ * skewPart M * τ) * Aᴴ - A * (τᴴ * (Aᴴ * A) * τ) * Aᴴ := by
    simp only [Matrix.mul_sub, Matrix.sub_mul]
  rw [hS, clusterS, hexp, clusterT_sub A h, clusterT_conjTranspose_mul, hR, smul_neg,
    smul_smul, hcc]
  module

/-- Cluster optical theorem: if `τ` is the inverse of `M` and `(M - M*) / (2i) = A* A`, then
`τ - τ* = -2i τ* A* A τ` and the S-matrix `1 - 2i A τ A*` is unitary. -/
theorem cluster_optical_theorem {M τ : Matrix n n ℂ} {A : Matrix m n ℂ}
    (h : M * τ = 1) (hA : skewPart M = Aᴴ * A) :
    τ - τᴴ = -((2 * I) • (τᴴ * (Aᴴ * A) * τ)) ∧
      clusterS A τ ∈ Matrix.unitaryGroup m ℂ := by
  refine ⟨(skewPart_eq_iff_optical A h).mp hA, ?_⟩
  rw [Matrix.mem_unitaryGroup_iff', star_eq_conjTranspose, flux_balance A h, hA, sub_self,
    Matrix.mul_zero, Matrix.zero_mul, Matrix.mul_zero, Matrix.zero_mul, smul_zero, sub_zero]

omit [DecidableEq m] in
/-- Optical theorem for one incoming channel `j`: if `τ` is the inverse of `M` and
`(M - M*) / (2i) = A* A`, then `-Im T_jj` is the sum of `|T_kj|²` over all channels `k`. -/
theorem channel_optical_theorem {M τ : Matrix n n ℂ} {A : Matrix m n ℂ}
    (h : M * τ = 1) (hA : skewPart M = Aᴴ * A) (j : m) :
    -(clusterT A τ j j).im = ∑ k, ‖clusterT A τ k j‖ ^ 2 := by
  have hT := clusterT_sub A h
  rw [hA, ← clusterT_conjTranspose_mul] at hT
  have hs : ((clusterT A τ)ᴴ * clusterT A τ) j j
      = ((∑ k, ‖clusterT A τ k j‖ ^ 2 : ℝ) : ℂ) := by
    rw [Matrix.mul_apply]
    push_cast
    exact Finset.sum_congr rfl fun k _ => Complex.conj_mul' _
  -- compare imaginary parts of the diagonal element
  have e := congrArg Complex.im (congrFun (congrFun hT j) j)
  rw [Matrix.sub_apply, Matrix.neg_apply, Matrix.smul_apply, hs,
    Matrix.conjTranspose_apply] at e
  generalize (∑ k, ‖clusterT A τ k j‖ ^ 2) = r at e ⊢
  simp at e
  linarith

/-- Two sites and one channel: explicit `M`, `τ` and `A` with `M τ = 1` and
`(M - M*) / (2i) = A* A`, for which `S = -1`. -/
theorem cluster_optical_theorem_witness :
    !![1 + I, I; I, I] * !![1, -1; -1, 1 - I] = (1 : Matrix (Fin 2) (Fin 2) ℂ) ∧
    skewPart !![1 + I, I; I, I] = (!![1, 1] : Matrix (Fin 1) (Fin 2) ℂ)ᴴ *
      (!![1, 1] : Matrix (Fin 1) (Fin 2) ℂ) ∧
    clusterS (!![1, 1] : Matrix (Fin 1) (Fin 2) ℂ) !![1, -1; -1, 1 - I] = -1 := by
  refine ⟨?_, ?_, ?_⟩
  · ext i j
    fin_cases i <;> fin_cases j <;>
      simp [Matrix.mul_apply, Fin.sum_univ_succ, Complex.ext_iff]
  · have hM : (!![1 + I, I; I, I] : Matrix (Fin 2) (Fin 2) ℂ) - !![1 + I, I; I, I]ᴴ
        = (2 * I) • ((!![1, 1] : Matrix (Fin 1) (Fin 2) ℂ)ᴴ *
          (!![1, 1] : Matrix (Fin 1) (Fin 2) ℂ)) := by
      ext i j
      fin_cases i <;> fin_cases j <;>
        simp [Matrix.mul_apply, Complex.ext_iff] <;> norm_num
    have h2 : (2 * I : ℂ) ≠ 0 := by simp
    rw [skewPart, hM, smul_smul, one_div_mul_cancel h2, one_smul]
  · ext i j
    fin_cases i
    fin_cases j
    simp [clusterS, clusterT, Matrix.vecMul, dotProduct, Fin.sum_univ_succ, Complex.ext_iff]
    norm_num

end

end ClusterOpticalTheorem
```

```lean
#print axioms ClusterOpticalTheorem.cluster_optical_theorem
#print axioms ClusterOpticalTheorem.channel_optical_theorem
```

```
'ClusterOpticalTheorem.cluster_optical_theorem' depends on axioms: [propext, Classical.choice, Quot.sound]
'ClusterOpticalTheorem.channel_optical_theorem' depends on axioms: [propext, Classical.choice, Quot.sound]
```

## How the lemmas carry the algebra

`sub_conjTranspose_eq` rewrites M − M* as 2iK. `inverse_sub_conjTranspose` is the first derivation above: its `calc` block inserts the two products equal to 1, and `noncomm_ring` regroups the terms without exchanging the order of matrices.

`skewPart_eq_iff_optical` proves the equivalence. The forward direction substitutes the flux condition. The reverse direction cancels the sign and the nonzero factor 2i, obtains τM = 1 from `mul_eq_one_comm`, and removes the outer factors τ* and τ by multiplying with M* and M.

`clusterT_sub` and `clusterT_conjTranspose_mul` supply the formulas for T − T* and T*T. The second needs no relation between M and τ, since it only multiplies out the definition of T.

In `flux_balance`, `hc` records that the conjugate of 2i is −2i, which fixes the plus sign in S* = 1 + 2iT*. The auxiliary identity `hexp` expands the product for a general scalar `c` and matrices `U` and `T`. Substituting the two channel formulas leaves a linear identity between matrices, which `module` closes.

`cluster_optical_theorem` takes its first conclusion from the forward direction of the equivalence. For the second, `Matrix.mem_unitaryGroup_iff'` reduces unitarity to S*S = 1, and the flux balance gives this once K − A*A has become zero.

`channel_optical_theorem` identifies the diagonal element of T*T with the real sum `∑ k, ‖clusterT A τ k j‖ ^ 2`. It then compares imaginary parts on both sides of T − T* = −2i T*T, and `linarith` removes the common factor 2.

`cluster_optical_theorem_witness` confirms the numerical example entry by entry: the inverse relation, the flux condition and S = −1. Since S differs from 1, T is not zero, so the hypotheses are met by a cluster that does scatter into its channel.
